# At the Hartree level, unscreening a norm-conserving pseudopotential leaves the ionic Coulomb tail minus a core-penetration term

Q: Take a nucleus with $Z=3$, two core electrons and one valence electron. Put the valence charge on a thin shell inside the core radius $r_c$, and let the pseudo-valence charge be a shell of the same charge at another radius inside $r_c$. What is left at $r\ge r_c$ after unscreening?

A: Seen from $r$, both valence shells give the potential $1/r$, so subtracting one removes the other. Only the nucleus and the core remain. If 1.9 core electrons sit inside $r$ and 0.1 sits on a shell at $a>r$, the remainder in atomic units is

$$-\frac3r+\frac{1.9}{r}+\frac{0.1}{a}=-\frac1r-0.1\left(\frac1r-\frac1a\right).$$

For $r=2$ and $a=4$ this is $-0.525$, whereas a point charge $+1$ at the origin would give $-0.5$. The core charge outside $r$ screens the nucleus less than it would from the origin.

Q: Real charges are spread out. Does the argument survive?

A: Yes. Let $n(s)$ be a radial charge, meaning $4\pi s^2$ times the number density, with total $N=\int_0^\infty n\,ds$. Its Hartree potential and penetration term are

$$V_H[n](r)=\frac1r\int_0^r n\,ds+\int_r^\infty\frac{n}{s}\,ds,\qquad P[n](r)=\int_r^\infty n(s)\left(\frac1r-\frac1s\right)ds.$$

For $s>r>0$ we have $|n(s)/s|\le|n(s)|/r$, so every integral here converges when $n$ is integrable. Splitting both $N$ and $P$ gives

$$\frac Nr-P[n](r)=\frac1r\int_0^r n\,ds+\frac1r\int_r^\infty n\,ds-\frac1r\int_r^\infty n\,ds+\int_r^\infty\frac ns\,ds=V_H[n](r).$$

Outside $r$, then, the potential depends only on the total charge and on the tail. Write $n_c$, $n_v$ and $m$ for the core, valence and pseudo-valence charges. If $m=n_v$ from $r_c$ outward and the totals agree, then $V_H[m]=V_H[n_v]$ for $r\ge r_c$.

Q: And the subtraction itself?

A: From $r_c$ outward the screened pseudopotential equals the all-electron potential. With $\rho_c,\rho_v,\rho_m$ the number densities belonging to $n_c,n_v,m$, $N_c$ the core total and $v$ a local exchange-correlation potential, it is

$$-\frac Zr+V_H[n_c]+V_H[n_v]+v(\rho_c+\rho_v).$$

Subtract $V_H[m]=V_H[n_v]$ and $v(\rho_m)=v(\rho_v)$, then insert $V_H[n_c]=N_c/r-P[n_c]$:

$$V_{\rm ion}(r)=-\frac{Z-N_c}{r}-P[n_c](r)+v(\rho_c+\rho_v)-v(\rho_v).$$

If $n_c\ge0$, the integrand of $P[n_c]$ is nonnegative, so $P[n_c]\ge0$. If also $n_v\ge0$ and $v$ does not increase with density, the last difference is at most zero, and $V_{\rm ion}\le-(Z-N_c)/r$. With $v=0$, equality means $P[n_c](r)=0$; since the weight $1/r-1/s$ is positive for $s>r$, this happens exactly when $n_c$ vanishes almost everywhere beyond $r$.

Q: Now show me that the Lean definitions say this and not something more convenient.

A: The file works with real functions of a real radius.

```lean
import Mathlib

open MeasureTheory Set

namespace PseudopotentialUnscreening

noncomputable section
```

The total charge is an integral over $(0,\infty)$. It counts electrons, so electron charge enters with a positive sign.

```lean
/-- Total charge of a radial charge distribution `n(s)` (that is, `4πs²` times the density). -/
def totalCharge (n : ℝ → ℝ) : ℝ := ∫ s in Ioi 0, n s
```

The Hartree potential is the pair of integrals above, with `Ioc 0 r` for $(0,r]$ and `Ioi r` for $(r,\infty)$. It is a potential energy for an electron, in Hartree atomic units.

```lean
/-- Hartree potential of a radial charge distribution, in atomic units. -/
def hartree (n : ℝ → ℝ) (r : ℝ) : ℝ :=
  (1 / r) * (∫ s in Ioc 0 r, n s) + ∫ s in Ioi r, n s / s
```

`penetration` is $P[n]$, and `density` converts a radial charge back into a number density.

```lean
/-- Penetration term: the charge outside `r`, weighted with `1/r - 1/s`. -/
def penetration (n : ℝ → ℝ) (r : ℝ) : ℝ := ∫ s in Ioi r, n s * (1 / r - 1 / s)

/-- Number density at radius `r` belonging to the radial charge `n`. -/
def density (n : ℝ → ℝ) (r : ℝ) : ℝ := n r / (4 * Real.pi * r ^ 2)
```

The last two definitions are the physical model: what the all-electron potential contains, and what unscreening removes.

```lean
/-- All-electron potential: nucleus of charge `Z`, Hartree potential, and a local
exchange-correlation potential `v` of the density. -/
def allElectron (Z : ℝ) (v n : ℝ → ℝ) (r : ℝ) : ℝ :=
  -Z / r + hartree n r + v (density n r)

/-- Unscreening: the Hartree and exchange-correlation potentials of the pseudo-valence
charge `m` are subtracted from the screened pseudopotential `W`. -/
def unscreened (W v m : ℝ → ℝ) (r : ℝ) : ℝ :=
  W r - hartree m r - v (density m r)
```

Q: `unscreened` accepts any function `W`. Where is the pseudopotential?

A: It enters through a hypothesis of the main theorems. `hW` says that for every channel `l`, `W l` equals the all-electron potential of core plus valence at every $r\ge r_c$. This stands for the matching step of pseudopotential construction. It is assumed here, not derived from a radial Schrödinger equation, and nothing is said about the potential inside $r_c$. If each channel has its own core radius, take the largest.

Q: And norm conservation?

A: It appears as `hQ`, equality of the total charges, next to `htail`, equality of $m$ and $n_v$ from $r_c$ outward. In practice both come from pseudo-orbitals that match the all-electron orbitals outside $r_c$ and carry the same norm inside. The file postulates them for the summed charge. Continuity is not required, and neither is integrability of $n/s$ at the origin. The model is a spherical atom with an exchange-correlation potential that depends only on the local density, so gradient corrections and spin polarisation are not covered.

Q: Then take me through the proof. What comes first?

A: Convergence of $\int_r^\infty n/s\,ds$. `Integrable.mono'` compares the integrand with $|n|/r$, and the `calc` block derives this bound from $1/s\le1/r$.

```lean
/-- For an integrable radial charge, `n(s)/s` is integrable outside any positive radius. -/
theorem integrableOn_div {n : ℝ → ℝ} {r : ℝ} (hr : 0 < r) (hn : IntegrableOn n (Ioi 0)) :
    IntegrableOn (fun s => n s / s) (Ioi r) := by
  have h1 : IntegrableOn n (Ioi r) := hn.mono_set (Ioi_subset_Ioi hr.le)
  refine Integrable.mono' (h1.norm.const_mul (1 / r)) ?_ ?_
  · simp only [div_eq_mul_inv]
    exact h1.aestronglyMeasurable.mul measurable_inv.aestronglyMeasurable
  · refine (ae_restrict_iff' measurableSet_Ioi).2 (Filter.Eventually.of_forall fun s hs => ?_)
    have hs' : r < s := hs
    have hs0 : 0 < s := hr.trans hs'
    have hinv : 1 / s ≤ 1 / r := one_div_le_one_div_of_le hr hs'.le
    calc ‖n s / s‖ = (1 / s) * ‖n s‖ := by
          rw [norm_div, Real.norm_of_nonneg hs0.le]; ring
      _ ≤ (1 / r) * ‖n s‖ := mul_le_mul_of_nonneg_right hinv (norm_nonneg _)
```

Next comes the identity $V_H[n]=N/r-P[n]$. Here `hQ` is a local name for the split of the total charge at $r$, and `hP` is the split of the penetration integral, which needs the preceding lemma. The final `ring` cancels the two outer-charge terms.

```lean
/-- The Hartree potential is that of the total charge placed at the origin, minus the
penetration term. -/
theorem hartree_eq_point_sub_penetration {n : ℝ → ℝ} {r : ℝ} (hr : 0 < r)
    (hn : IntegrableOn n (Ioi 0)) :
    hartree n r = totalCharge n / r - penetration n r := by
  have h1 : IntegrableOn n (Ioi r) := hn.mono_set (Ioi_subset_Ioi hr.le)
  have h0 : IntegrableOn n (Ioc 0 r) := hn.mono_set Ioc_subset_Ioi_self
  -- split the total charge at the radius r
  have hQ : totalCharge n = (∫ s in Ioc 0 r, n s) + ∫ s in Ioi r, n s := by
    unfold totalCharge
    rw [← Ioc_union_Ioi_eq_Ioi hr.le]
    exact setIntegral_union
      (Set.disjoint_left.2 fun x hx hx' => not_lt_of_ge hx.2 hx') measurableSet_Ioi h0 h1
  -- split the penetration integral into its two parts
  have hP : penetration n r = (1 / r) * (∫ s in Ioi r, n s) - ∫ s in Ioi r, n s / s := by
    have e : ∀ s, n s * (1 / r - 1 / s) = (1 / r) * n s - n s / s := fun s => by ring
    unfold penetration
    simp only [e]
    rw [integral_sub (h1.const_mul (1 / r)) (integrableOn_div hr hn), integral_const_mul]
  rw [hQ, hP]
  unfold hartree
  ring
```

Q: So the equality of the valence potentials should now be short.

A: It is. The two penetration integrals agree because their integrands agree beyond $r$, and the totals agree by hypothesis. Rewriting both Hartree potentials with the identity finishes it.

```lean
/-- A pseudo-valence charge with the same total and the same tail as the valence charge has
the same Hartree potential from the core radius outward. -/
theorem hartree_pseudo_eq {nv m : ℝ → ℝ} {rc r : ℝ} (hrc : 0 < rc) (hr : rc ≤ r)
    (hv : IntegrableOn nv (Ioi 0)) (hm : IntegrableOn m (Ioi 0))
    (htail : ∀ s, rc ≤ s → m s = nv s) (hQ : totalCharge m = totalCharge nv) :
    hartree m r = hartree nv r := by
  have hr0 : 0 < r := hrc.trans_le hr
  have hP : penetration m r = penetration nv r := by
    unfold penetration
    refine setIntegral_congr_fun measurableSet_Ioi fun s hs => ?_
    have hs' : r < s := hs
    simp only [htail s (hr.trans hs'.le)]
  rw [hartree_eq_point_sub_penetration hr0 hm, hartree_eq_point_sub_penetration hr0 hv, hQ, hP]
```

The all-electron potential contains the Hartree potential of a sum, so additivity is needed as well. It follows from linearity of the two integrals.

```lean
/-- The Hartree potential of core plus valence is the sum of the two Hartree potentials. -/
theorem hartree_add {nc nv : ℝ → ℝ} {r : ℝ} (hr : 0 < r)
    (hc : IntegrableOn nc (Ioi 0)) (hv : IntegrableOn nv (Ioi 0)) :
    hartree (fun s => nc s + nv s) r = hartree nc r + hartree nv r := by
  unfold hartree
  simp only [add_div]
  rw [integral_add (hc.mono_set Ioc_subset_Ioi_self) (hv.mono_set Ioc_subset_Ioi_self),
    integral_add (integrableOn_div hr hc) (integrableOn_div hr hv)]
  ring
```

Q: What about the sign, and the case of equality?

A: The sign is that of the integrand: a nonnegative charge times a nonnegative weight.

```lean
/-- The penetration term of a nonnegative charge is nonnegative. -/
theorem penetration_nonneg {n : ℝ → ℝ} {r : ℝ} (hr : 0 < r) (hpos : ∀ s, 0 < s → 0 ≤ n s) :
    0 ≤ penetration n r := by
  refine setIntegral_nonneg measurableSet_Ioi fun s hs => ?_
  have hs' : r < s := hs
  exact mul_nonneg (hpos s (hr.trans hs')) (sub_nonneg.2 (one_div_le_one_div_of_le hr hs'.le))
```

For equality, a nonnegative integrable function has zero integral exactly when it is zero almost everywhere. Because the weight is strictly positive beyond $r$, the charge must be the factor that vanishes. The notation `∀ᵐ s ∂(volume.restrict (Ioi r))` reads "for almost every $s>r$".

```lean
/-- The penetration term of a nonnegative charge vanishes exactly when there is no charge
outside `r` (up to a set of radii of measure zero). -/
theorem penetration_eq_zero_iff {n : ℝ → ℝ} {r : ℝ} (hr : 0 < r)
    (hn : IntegrableOn n (Ioi 0)) (hpos : ∀ s, 0 < s → 0 ≤ n s) :
    penetration n r = 0 ↔ ∀ᵐ s ∂(volume.restrict (Ioi r)), n s = 0 := by
  have h1 : IntegrableOn n (Ioi r) := hn.mono_set (Ioi_subset_Ioi hr.le)
  have hint : IntegrableOn (fun s => n s * (1 / r - 1 / s)) (Ioi r) := by
    have e : (fun s => n s * (1 / r - 1 / s)) = fun s => (1 / r) * n s - n s / s := by
      funext s; ring
    rw [e]
    exact Integrable.sub (h1.const_mul (1 / r)) (integrableOn_div hr hn)
  have hnn : 0 ≤ᵐ[volume.restrict (Ioi r)] fun s => n s * (1 / r - 1 / s) := by
    filter_upwards [ae_restrict_mem measurableSet_Ioi] with s hs
    have hs' : r < s := hs
    exact mul_nonneg (hpos s (hr.trans hs'))
      (sub_nonneg.2 (one_div_le_one_div_of_le hr hs'.le))
  unfold penetration
  rw [integral_eq_zero_iff_of_nonneg_ae hnn hint]
  constructor
  · intro h
    filter_upwards [h, ae_restrict_mem measurableSet_Ioi] with s h0 hs
    have hs' : r < s := hs
    -- the weight 1/r - 1/s is strictly positive outside r
    have hw : 0 < 1 / r - 1 / s := sub_pos.2 (one_div_lt_one_div_of_lt hr hs')
    exact (mul_eq_zero.1 h0).resolve_right hw.ne'
  · intro h
    filter_upwards [h] with s h0
    simp [h0]
```

Q: Does the main theorem then give one formula for all channels?

A: Yes. The label `l` ranges over an arbitrary type and appears on the left-hand side only. The proof substitutes `hW`, replaces the pseudo-valence Hartree potential and density by the valence ones, splits the core-plus-valence Hartree potential, and lets `ring` cancel the valence part. No sign condition is used.

```lean
/-- Unscreening: from the core radius outward, the ionic pseudopotential of every channel `l`
is the Coulomb potential of the ion of charge `Z - Nc`, minus the core penetration term, plus
the change of the exchange-correlation potential due to the core density. -/
theorem unscreened_eq {ι : Type*} {Z rc : ℝ} {v nc nv m : ℝ → ℝ} {W : ι → ℝ → ℝ}
    (hrc : 0 < rc) (hc : IntegrableOn nc (Ioi 0)) (hv : IntegrableOn nv (Ioi 0))
    (hm : IntegrableOn m (Ioi 0)) (htail : ∀ s, rc ≤ s → m s = nv s)
    (hQ : totalCharge m = totalCharge nv)
    (hW : ∀ l r, rc ≤ r → W l r = allElectron Z v (fun s => nc s + nv s) r)
    (l : ι) {r : ℝ} (hr : rc ≤ r) :
    unscreened (W l) v m r = -(Z - totalCharge nc) / r - penetration nc r
      + (v (density (fun s => nc s + nv s) r) - v (density nv r)) := by
  have hr0 : 0 < r := hrc.trans_le hr
  have hd : density m r = density nv r := by
    unfold density
    rw [htail r hr]
  unfold unscreened
  rw [hW l r hr, hartree_pseudo_eq hrc hr hv hm htail hQ, hd]
  unfold allElectron
  -- the valence Hartree potential cancels, the core one stays
  rw [hartree_add hr0 hc hv, hartree_eq_point_sub_penetration hr0 hc]
  ring
```

As a consequence, the difference between two channels vanishes from $r_c$ outward, so within this spherical, local-functional model the angular-momentum-dependent part of the ionic pseudopotential is confined to the core region.

Q: The upper bound needs `hanti`. What physics is that?

A: `AntitoneOn v (Ici 0)` says that $v$ does not increase as the density grows from zero. Local exchange behaves this way: its potential is proportional to $-\rho^{1/3}$ and becomes more attractive at higher density. In the proof, `gcongr` and `linarith` show that adding the core cannot lower the density, `hanti` turns this into an inequality for $v$, and the last `linarith` combines it with $P[n_c]\ge0$. Setting $v=0$ satisfies the condition and gives the pure Hartree bound.

```lean
/-- For nonnegative charges and an exchange-correlation potential that does not increase with
density, the ionic pseudopotential of every channel lies at or below `-(Z - Nc)/r` from the
core radius outward. -/
theorem unscreened_le_coulomb {ι : Type*} {Z rc : ℝ} {v nc nv m : ℝ → ℝ} {W : ι → ℝ → ℝ}
    (hrc : 0 < rc) (hc : IntegrableOn nc (Ioi 0)) (hv : IntegrableOn nv (Ioi 0))
    (hm : IntegrableOn m (Ioi 0)) (htail : ∀ s, rc ≤ s → m s = nv s)
    (hQ : totalCharge m = totalCharge nv)
    (hW : ∀ l r, rc ≤ r → W l r = allElectron Z v (fun s => nc s + nv s) r)
    (hcpos : ∀ s, 0 < s → 0 ≤ nc s) (hvpos : ∀ s, 0 < s → 0 ≤ nv s)
    (hanti : AntitoneOn v (Ici 0)) (l : ι) {r : ℝ} (hr : rc ≤ r) :
    unscreened (W l) v m r ≤ -(Z - totalCharge nc) / r := by
  have hr0 : 0 < r := hrc.trans_le hr
  have h1 := hcpos r hr0
  have h2 := hvpos r hr0
  have hd0 : 0 ≤ density nv r := by
    unfold density
    positivity
  have hd : density nv r ≤ density (fun s => nc s + nv s) r := by
    show nv r / (4 * Real.pi * r ^ 2) ≤ (nc r + nv r) / (4 * Real.pi * r ^ 2)
    gcongr
    linarith
  have hx := hanti (mem_Ici.2 hd0) (mem_Ici.2 (hd0.trans hd)) hd
  have hP := penetration_nonneg hr0 hcpos
  rw [unscreened_eq hrc hc hv hm htail hQ hW l hr]
  linarith
```

Q: And when is the tail exactly Coulombic?

A: At the Hartree level, at a given $r\ge r_c$, exactly when no core charge lies beyond $r$, up to radii of measure zero. The theorem sets $v$ to the zero function, so the main formula reduces to $-(Z-N_c)/r-P[n_c](r)$, and the preceding equivalence for $P$ does the rest. For a core with an exponential tail, the ionic pseudopotential therefore lies strictly below the Coulomb value at every such $r$.

```lean
/-- Without exchange-correlation and for a nonnegative core charge, the ionic pseudopotential at a
radius `r ≥ rc` equals `-(Z - Nc)/r` exactly when the core has no charge outside `r` (up to radii of
measure zero). -/
theorem unscreened_eq_coulomb_iff {ι : Type*} {Z rc : ℝ} {nc nv m : ℝ → ℝ} {W : ι → ℝ → ℝ}
    (hrc : 0 < rc) (hc : IntegrableOn nc (Ioi 0)) (hv : IntegrableOn nv (Ioi 0))
    (hm : IntegrableOn m (Ioi 0)) (htail : ∀ s, rc ≤ s → m s = nv s)
    (hQ : totalCharge m = totalCharge nv)
    (hW : ∀ l r, rc ≤ r → W l r = allElectron Z (fun _ => 0) (fun s => nc s + nv s) r)
    (hcpos : ∀ s, 0 < s → 0 ≤ nc s) (l : ι) {r : ℝ} (hr : rc ≤ r) :
    unscreened (W l) (fun _ => 0) m r = -(Z - totalCharge nc) / r ↔
      ∀ᵐ s ∂(volume.restrict (Ioi r)), nc s = 0 := by
  have key := unscreened_eq hrc hc hv hm htail hQ hW l hr
  simp only [sub_self, add_zero] at key
  rw [key, ← penetration_eq_zero_iff (hrc.trans_le hr) hc hcpos]
  constructor <;> intro h <;> linarith

end

end PseudopotentialUnscreening
```

```lean
#print axioms PseudopotentialUnscreening.unscreened_eq
#print axioms PseudopotentialUnscreening.unscreened_le_coulomb
#print axioms PseudopotentialUnscreening.unscreened_eq_coulomb_iff
```

```
'PseudopotentialUnscreening.unscreened_eq' depends on axioms: [propext, Classical.choice, Quot.sound]
'PseudopotentialUnscreening.unscreened_le_coulomb' depends on axioms: [propext, Classical.choice, Quot.sound]
'PseudopotentialUnscreening.unscreened_eq_coulomb_iff' depends on axioms: [propext, Classical.choice, Quot.sound]
```

Q: My remaining doubt is the exchange-correlation difference. It mixes core and valence, so the "ionic" potential still depends on the valence density.

A: It does, because $v$ is in general not linear in the density. A different model would unscreen with $v(\rho_m+\tilde\rho_c)$, where $\tilde\rho_c$ is a partial core density, as in the nonlinear core correction. Wherever $r\ge r_c$ and $\tilde\rho_c=\rho_c$, the two exchange-correlation terms would cancel, leaving $-(Z-N_c)/r-P[n_c](r)$, and the upper bound would need no monotonicity of $v$ there. That variant follows from the same algebra but is not among the theorems above.

Q: Where would I meet all this in a program?

A: In an atomic pseudopotential generator, after the screened potentials have been built on a radial grid. The Hartree potential of $m$ is computed, for instance by accumulating $\int_0^r m\,ds$ outward and $\int_r^\infty m/s\,ds$ inward, and is subtracted together with the exchange-correlation potential from each channel. At the Hartree level, $r\,V_{\rm ion}(r)$ should approach $-(Z-N_c)$ at large $r$, since $r\,P[n_c](r)$ is at most the core charge beyond $r$. Possible causes of a different limit include a mismatch in total charge, a grid that ends too early, or a mix-up between Hartree and Rydberg units.
